# The three-qubit tensor $e_{000}-e_{011}-e_{101}-e_{110}$ has rank 3 over the reals and rank 2 over the complex numbers

A search for an exact two-term product decomposition of a real three-qubit tensor can fail if it is restricted to real factors, even when such a decomposition exists with complex ones. For the tensor $e_{000}-e_{011}-e_{101}-e_{110}$ no two real product vectors suffice, although two complex ones do.

```lean
import Mathlib

open Finset

namespace TensorRankField

noncomputable section

/-- Three-qubit tensors with amplitudes in `K`, given by their components. -/
abbrev Tensor (K : Type*) := Fin 2 → Fin 2 → Fin 2 → K

variable {K : Type*} [Field K]

/-- The product vector `a ⊗ b ⊗ c`. -/
def product (a b c : Fin 2 → K) : Tensor K := fun i j k => a i * b j * c k

/-- The tensor `T` is a sum of `r` product vectors with amplitudes in `K`. -/
def IsSumOfProducts (r : ℕ) (T : Tensor K) : Prop :=
  ∃ a b c : Fin r → Fin 2 → K, T = ∑ s, product (a s) (b s) (c s)

variable (K) in
/-- The computational basis vector `e_m` of a single qubit. -/
def ket (m : Fin 2) : Fin 2 → K := Pi.single m 1

variable (K) in
/-- The tensor `e000 - e011 - e101 - e110`. -/
def tensor : Tensor K :=
  product (ket K 0) (ket K 0) (ket K 0) - product (ket K 0) (ket K 1) (ket K 1)
    - product (ket K 1) (ket K 0) (ket K 1) - product (ket K 1) (ket K 1) (ket K 0)

/-- Cayley's hyperdeterminant, written as the discriminant of the quadratic form
`det (x A₀ + y A₁)`, where `A₀` and `A₁` are the two slices of the tensor. -/
def hyperdet (T : Tensor K) : K :=
  (T 0 0 0 * T 1 1 1 + T 1 0 0 * T 0 1 1 - T 0 0 1 * T 1 1 0 - T 1 0 1 * T 0 1 0) ^ 2
    - 4 * (T 0 0 0 * T 0 1 1 - T 0 0 1 * T 0 1 0) * (T 1 0 0 * T 1 1 1 - T 1 0 1 * T 1 1 0)

/-- The hyperdeterminant of a sum of two product vectors is the square of the product of
the three determinants formed by the pairs of one-qubit vectors. -/
theorem hyperdet_add (a b c a' b' c' : Fin 2 → K) :
    hyperdet (product a b c + product a' b' c') =
      ((a 0 * a' 1 - a 1 * a' 0) * (b 0 * b' 1 - b 1 * b' 0)
        * (c 0 * c' 1 - c 1 * c' 0)) ^ 2 := by
  simp only [hyperdet, product, Pi.add_apply]
  ring

/-- A real three-qubit tensor with negative hyperdeterminant is not a sum of two real
product vectors. -/
theorem not_two_of_hyperdet_neg {T : Tensor ℝ} (hT : hyperdet T < 0) :
    ¬ IsSumOfProducts 2 T := by
  rintro ⟨a, b, c, rfl⟩
  rw [Fin.sum_univ_two, hyperdet_add] at hT
  exact absurd hT (not_lt_of_ge (sq_nonneg _))

variable (K) in
/-- The hyperdeterminant of `e000 - e011 - e101 - e110` is `-4`. -/
theorem hyperdet_tensor : hyperdet (tensor K) = -4 := by
  simp [hyperdet, tensor, product, ket]

/-- If `2 ≠ 0` and `i² = -1`, the tensor `e000 - e011 - e101 - e110` is half the cube of `e0 + i e1`
plus half the cube of `e0 - i e1`. -/
theorem tensor_eq_half_cubes (h2 : (2 : K) ≠ 0) {i : K} (hi : i * i = -1) :
    tensor K =
      (2 : K)⁻¹ • product (ket K 0 + i • ket K 1) (ket K 0 + i • ket K 1) (ket K 0 + i • ket K 1)
      + (2 : K)⁻¹ •
        product (ket K 0 - i • ket K 1) (ket K 0 - i • ket K 1) (ket K 0 - i • ket K 1) := by
  have half : (2 : K)⁻¹ * 2 = 1 := inv_mul_cancel₀ h2
  generalize (2 : K)⁻¹ = h at half ⊢
  funext p q r
  simp only [tensor, product, Pi.add_apply, Pi.sub_apply, Pi.smul_apply, smul_eq_mul]
  -- odd powers of `i` cancel between the two cubes; even powers are reduced by `i² = -1`
  linear_combination
    (ket K 0 p * ket K 1 q * ket K 1 r + ket K 1 p * ket K 0 q * ket K 1 r
      + ket K 1 p * ket K 1 q * ket K 0 r - ket K 0 p * ket K 0 q * ket K 0 r) * half
    - 2 * h * (ket K 0 p * ket K 1 q * ket K 1 r + ket K 1 p * ket K 0 q * ket K 1 r
      + ket K 1 p * ket K 1 q * ket K 0 r) * hi

/-- Over a field in which `2 ≠ 0`, the tensor `e000 - e011 - e101 - e110` is a sum of two
product vectors if and only if `-1` is a square. -/
theorem two_products_iff (h2 : (2 : K) ≠ 0) :
    IsSumOfProducts 2 (tensor K) ↔ IsSquare (-1 : K) := by
  constructor
  · rintro ⟨a, b, c, hT⟩
    -- the hyperdeterminant `-4` is a square, and so is `-4 / 4`
    have hdet := hyperdet_tensor K
    rw [hT, Fin.sum_univ_two, hyperdet_add] at hdet
    obtain ⟨d, hd⟩ : ∃ d : K, d ^ 2 = -4 := ⟨_, hdet⟩
    obtain ⟨h, half⟩ : ∃ h : K, h * 2 = 1 := ⟨2⁻¹, inv_mul_cancel₀ h2⟩
    refine ⟨d * h, ?_⟩
    linear_combination (-h ^ 2) * hd + (2 * h + 1) * half
  · rintro ⟨i, hi⟩
    refine ⟨![(2 : K)⁻¹ • (ket K 0 + i • ket K 1), (2 : K)⁻¹ • (ket K 0 - i • ket K 1)],
      ![ket K 0 + i • ket K 1, ket K 0 - i • ket K 1],
      ![ket K 0 + i • ket K 1, ket K 0 - i • ket K 1], ?_⟩
    rw [tensor_eq_half_cubes h2 hi.symm, Fin.sum_univ_two]
    funext p q r
    simp only [product, Pi.add_apply, Pi.sub_apply, Pi.smul_apply, smul_eq_mul,
      Matrix.cons_val_zero, Matrix.cons_val_one]
    ring

variable (K) in
/-- Over every field, `e000 - e011 - e101 - e110` is a sum of three product vectors. -/
theorem three_products : IsSumOfProducts 3 (tensor K) := by
  -- the trick that multiplies two complex numbers with three real multiplications
  refine ⟨![ket K 0, ket K 1, -(ket K 0 + ket K 1)], ![ket K 0, ket K 1, ket K 0 + ket K 1],
    ![ket K 0 + ket K 1, ket K 1 - ket K 0, ket K 1], ?_⟩
  rw [Fin.sum_univ_three]
  funext p q r
  simp only [tensor, product, Pi.add_apply, Pi.sub_apply, Pi.neg_apply,
    Matrix.cons_val_zero, Matrix.cons_val_one, Matrix.cons_val]
  ring

variable (K) in
/-- Over every field, `e000 - e011 - e101 - e110` is not a single product vector. -/
theorem not_one_product : ¬ IsSumOfProducts 1 (tensor K) := by
  rintro ⟨a, b, c, hT⟩
  -- a 2 × 2 minor that vanishes on product vectors
  have minor : tensor K 0 0 0 * tensor K 0 1 1 - tensor K 0 0 1 * tensor K 0 1 0 = -1 := by
    simp [tensor, product, ket]
  rw [hT, Fin.sum_univ_one] at minor
  simp only [product] at minor
  have : (1 : K) = 0 := by linear_combination minor
  exact one_ne_zero this

/-- A sum of `r` product vectors is also a sum of `s` product vectors for every `s ≥ r`. -/
theorem IsSumOfProducts.mono {r s : ℕ} {T : Tensor K} (h : IsSumOfProducts r T)
    (hrs : r ≤ s) : IsSumOfProducts s T := by
  induction hrs with
  | refl => exact h
  | step _ ih =>
    obtain ⟨a, b, c, hT⟩ := ih
    -- pad with a vanishing term
    refine ⟨Matrix.vecCons 0 a, Matrix.vecCons 0 b, Matrix.vecCons 0 c, ?_⟩
    have hz : product (0 : Fin 2 → K) 0 0 = 0 := by
      funext i j k
      simp [product]
    rw [Fin.sum_univ_succ]
    simp only [Matrix.cons_val_zero, Matrix.cons_val_succ]
    rw [hz, zero_add]
    exact hT

/-- Tensor rank depends on the field: the least number of product vectors that sum to
`e000 - e011 - e101 - e110` is three over the reals and two over the complex numbers. -/
theorem rank_depends_on_field :
    IsLeast {r | IsSumOfProducts r (tensor ℝ)} 3 ∧
      IsLeast {r | IsSumOfProducts r (tensor ℂ)} 2 := by
  refine ⟨⟨three_products ℝ, ?_⟩, ⟨?_, ?_⟩⟩
  · intro r hr
    by_contra hlt
    have hneg : hyperdet (tensor ℝ) < 0 := by
      rw [hyperdet_tensor]
      norm_num
    exact not_two_of_hyperdet_neg hneg (IsSumOfProducts.mono hr (by omega))
  · exact (two_products_iff two_ne_zero).2 ⟨Complex.I, Complex.I_mul_I.symm⟩
  · intro r hr
    by_contra hlt
    exact not_one_product ℂ (IsSumOfProducts.mono hr (by omega))

end

end TensorRankField
```

```lean
#print axioms TensorRankField.rank_depends_on_field
-- 'TensorRankField.rank_depends_on_field' depends on axioms: [propext, Classical.choice, Quot.sound]
```

## Tensors, product vectors and the number of terms

A three-qubit tensor over a field $K$ is a table of eight amplitudes, one for each value of three binary indices. This is the type `Tensor K`. The object `product a b c` is the product vector $a\otimes b\otimes c$, whose component at the indices $i,j,k$ is $a_i b_j c_k$. The basis vectors $e_0$ and $e_1$ of one qubit are `ket K 0` and `ket K 1`, and $e_{011}$ stands for $e_0\otimes e_1\otimes e_1$, and so on. The tensor under study,
$$T=e_{000}-e_{011}-e_{101}-e_{110},$$
is `tensor K`. The same formula defines it over every field, so `tensor ℝ` and `tensor ℂ` have the same entries $0$, $1$ and $-1$.

The proposition `IsSumOfProducts r T` says that $T$ is a sum of $r$ product vectors with amplitudes in $K$. The terms carry no separate coefficients, because a coefficient can be absorbed into one of the three factors. Terms may vanish or coincide, and for $r=0$ the sum is the zero tensor. The tensor rank is the least $r$ for which the proposition holds.

The final theorem, `rank_depends_on_field`, states this with `IsLeast`: 3 is the least element of the set of possible $r$ over $\mathbb R$, and 2 is the least element over $\mathbb C$. Behind it stands a statement for general fields, `two_products_iff`: if $2\neq 0$ in $K$, then $T$ is a sum of two product vectors exactly when $-1$ is a square in $K$. The hypothesis $2\neq0$ is what allows division by two.

## A GHZ state in another basis

The tensor $T$ has norm 2, so the normalised state is $T/2$. With the orthonormal vectors $|\pm\rangle_y=(e_0\pm i\,e_1)/\sqrt2$, the complex decomposition becomes
$$\frac{T}{2}=\frac{1}{\sqrt2}\Big(|{+}{+}{+}\rangle_y+|{-}{-}{-}\rangle_y\Big).$$
This is a Greenberger–Horne–Zeilinger state written in the eigenbasis of the Pauli matrix $\sigma_y$. All its amplitudes in the computational basis are real, but the one-qubit vectors in this two-term form are not.

For quantum mechanics and for tensor factorisations in electronic structure, the result gives a caution, proved here for exact decompositions of one $2\times2\times2$ tensor: real data do not guarantee that real factors reach the smallest number of terms. Matrices behave differently, since the rank of a real matrix is the same over $\mathbb R$ and over $\mathbb C$. The theorems concern neither approximate decompositions nor larger tensors.

## Two complex terms

Let $i$ now denote an element of $K$ with $i^2=-1$. Expanding the cube gives
$$(e_0+i e_1)^{\otimes3}=e_{000}+i\,(e_{001}+e_{010}+e_{100})+i^2(e_{011}+e_{101}+e_{110})+i^3e_{111}.$$
The cube of $e_0-ie_1$ has the same even powers of $i$ and the opposite odd powers. In the sum of the two cubes the odd powers cancel, and what remains is
$$2e_{000}+2i^2(e_{011}+e_{101}+e_{110})=2T.$$
Half of each cube therefore gives $T$.

The theorem `tensor_eq_half_cubes` checks this identity component by component. It replaces $1/2$ by a symbol $h$ of which only $2h=1$ is known, and `linear_combination` then combines this equation with $i^2=-1$, each multiplied by the right polynomial in $h$ and the components of the basis vectors. In `two_products_iff` the factor $1/2$ moves into the first vector of each term, as the definition of `IsSumOfProducts` requires.

## Why two real terms fail

The obstruction is Cayley's hyperdeterminant. Cut a tensor into two $2\times2$ matrices $A_0$ and $A_1$ by fixing its first index to 0 or 1. Then $\det(xA_0+yA_1)$ is a quadratic form in $x$ and $y$, and `hyperdet` is its discriminant: the square of the coefficient of $xy$, minus four times the product of the coefficients of $x^2$ and $y^2$.

For a sum $a\otimes b\otimes c+a'\otimes b'\otimes c'$, the combined slice is
$$xA_0+yA_1=\ell\,b\,c^{\mathsf T}+\ell'\,b'c'^{\mathsf T},\qquad \ell=a_0x+a_1y,\quad \ell'=a'_0x+a'_1y.$$
This is the matrix with columns $b,b'$, times the diagonal matrix with entries $\ell,\ell'$, times the matrix with rows $c,c'$. Its determinant is therefore
$$\ell\,\ell'\,(b_0b'_1-b_1b'_0)(c_0c'_1-c_1c'_0).$$
The discriminant of $\ell\ell'$ is
$$(a_0a'_1+a_1a'_0)^2-4a_0a'_0a_1a'_1=(a_0a'_1-a_1a'_0)^2.$$
The two constant factors enter the discriminant squared, so the hyperdeterminant is
$$\big[(a_0a'_1-a_1a'_0)(b_0b'_1-b_1b'_0)(c_0c'_1-c_1c'_0)\big]^2.$$
This is `hyperdet_add`. The Lean proof inserts the definitions and lets `ring` compare the two polynomials, without the matrix factorisation.

A square of a real number is never negative. A real tensor with negative hyperdeterminant is therefore not a sum of two real product vectors, which is `not_two_of_hyperdet_neg`. For $T$ the slices are
$$A_0=\begin{pmatrix}1&0\\0&-1\end{pmatrix},\qquad A_1=\begin{pmatrix}0&-1\\-1&0\end{pmatrix},$$
so that $\det(xA_0+yA_1)=-x^2-y^2$. Its discriminant is $0-4(-1)(-1)=-4$, as `hyperdet_tensor` states.

Over a general field there is no sign to appeal to, but the square remains. If $T$ is a sum of two product vectors, then $-4=d^2$ for some $d$ in $K$. Since $2\neq0$, it follows that $-1=(d/2)^2$. This is the forward direction of `two_products_iff`, where `linear_combination` carries out the division by four.

## A numerical check of the sign

Take $a=b=c=(1,2)$ and $a'=b'=c'=(1,-1)$. The sum of the two cubes has the component 2 at 000, the component $2-1=1$ wherever one index is 1, the component $4+1=5$ wherever two are, and $8-1=7$ at 111. The definition gives
$$(2\cdot7+1\cdot5-1\cdot5-5\cdot1)^2-4(2\cdot5-1\cdot1)(1\cdot7-5\cdot5)=81+648=729.$$
Each of the three determinants equals $1\cdot(-1)-2\cdot1=-3$, and indeed $\big((-3)^3\big)^2=729$.

The criterion also applies to real tensors other than $T$. Adding $e_{111}$ to $T$ changes the hyperdeterminant to $1^2-4=-3$, which is still negative, so $T+e_{111}$ is not a sum of two real product vectors either.

## Three terms always suffice, and one never does

Over every field,
$$T=e_0\otimes e_0\otimes(e_0+e_1)+e_1\otimes e_1\otimes(e_1-e_0)-(e_0+e_1)\otimes(e_0+e_1)\otimes e_1.$$
The first two terms expand to $e_{000}+e_{001}+e_{111}-e_{110}$. The last one subtracts $e_{001}+e_{011}+e_{101}+e_{111}$, which leaves $T$. The formula comes from complex multiplication: contracting the first two indices of $T$ with $(x_0,x_1)$ and $(y_0,y_1)$ gives $x_0y_0-x_1y_1$ and $-(x_0y_1+x_1y_0)$, the real part and minus the imaginary part of a product of two complex numbers. Both follow from the three products $x_0y_0$, $x_1y_1$ and $(x_0+x_1)(y_0+y_1)$. In `three_products` the minus sign of the last term sits in its first factor, and `ring` verifies the components.

A single product vector satisfies
$$T_{000}T_{011}-T_{001}T_{010}=0,$$
because both products equal $a_0^2b_0b_1c_0c_1$. For the tensor at hand the left side is $1\cdot(-1)-0=-1$. The theorem `not_one_product` derives $1=0$ from this conflict, which is impossible in a field.

## From these bounds to the exact ranks

To exclude every smaller number of terms at once, `IsSumOfProducts.mono` shows that a sum of $r$ product vectors is also a sum of $s$ product vectors whenever $s\ge r$. The proof is an induction that adds one zero product vector at each step.

Over $\mathbb R$, three terms suffice. If some $r<3$ were possible, padding would give a sum of two real product vectors, against the negative hyperdeterminant. Over $\mathbb C$, two terms suffice because `Complex.I` squares to $-1$. If some $r<2$ were possible, padding would give a single product vector, which has been excluded. Both arguments include $r=0$. In the Lean proof `by_contra` assumes the smaller $r$, and `omega` supplies the inequality needed for the padding.

## Requiring identical factors in each term

The tensor $T$ is unchanged when the qubits are permuted, so the statement could have been modelled with symmetric terms only, each a scalar times a cube $v\otimes v\otimes v$. This would suit a description of three identical bosons in two modes. The lower bounds would carry over, since a symmetric term is also a product vector, and the complex decomposition already has this form. The real three-term formula does not, and `three_products` would need a different identity, such as
$$T=\frac43\sum_{m=0}^{2}v_m\otimes v_m\otimes v_m,\qquad v_m=\cos\frac{2\pi m}{3}\,e_0+\sin\frac{2\pi m}{3}\,e_1.$$
The ranks would again be 3 and 2, but the three-term bound would no longer come from one formula with integer coefficients that is valid over every field.
